# Finite-range hopping on an infinite chain in a nonzero uniform field: energies without a lower bound

When a tight-binding chain in a uniform field is diagonalised on $L$ sites, the lowest eigenvalue should not be extrapolated in $L$ to a ground-state energy of the infinite chain. For finite-range Hermitian hopping and any nonzero field, the infinite chain has states of arbitrarily low energy. If the potential energy falls towards the end at which sites are added, the lowest eigenvalue itself tends to minus infinity.

## A particle on a tilted chain

Take one particle on the sites $j\in\mathbb Z$, with one orbital per site and amplitudes $\psi_j$, only finitely many of them nonzero. The Hamiltonian is

$$(H\psi)_j=\sum_k t(j-k)\,\psi_k+Fj\,\psi_j .$$

The hopping amplitude $t(r)$ depends only on the displacement $r$, vanishes for all but finitely many $r$, and satisfies $t(-r)=\overline{t(r)}$. Its value $t(0)$ is the on-site energy common to all sites. The real number $F$ is the change in potential energy per site: for charge $q$, lattice spacing $a$ and electric field $\mathcal E$ along the chain, $F=-q\mathcal E a$. A positive $F$ therefore means that the potential energy falls towards negative $j$.

The energy of a state is $E(\psi)=\sum_j\overline{\psi_j}(H\psi)_j$, and a normalized state has $\sum_j|\psi_j|^2=1$.

## The energy shift under translation

First, $H\psi$ is again finitely supported. If $(H\psi)_j\neq0$, then either $\psi_j\neq0$, or $j=r+k$ with $t(r)\neq0$ and $\psi_k\neq0$. Only finitely many $j$ qualify.

The energy is real. Conjugating it, and then using $\overline{t(j-k)}=t(k-j)$, gives

$$\overline{E(\psi)}=\sum_{j,k}\psi_j\,t(k-j)\,\overline{\psi_k}+F\sum_j j|\psi_j|^2 .$$

Exchanging the names $j$ and $k$ in the double sum returns $E(\psi)$.

Now let $T_n\psi$ be the state moved by $n$ sites, $(T_n\psi)_{j+n}=\psi_j$. Writing the summation site as $k+n$,

$$(HT_n\psi)_{j+n}=\sum_k t(j-k)\psi_k+F(j+n)\psi_j=(H\psi)_j+nF\psi_j .$$

Multiplying by $\overline{\psi_j}$ and summing over $j$ gives, for normalized $\psi$,

$$E(T_n\psi)=E(\psi)+nF .$$

Translation preserves the norm. Given any real $M$ and $F\neq0$, choose an integer $n$ with $nF<M-E(\psi)$: a sufficiently negative $n$ if $F>0$, a sufficiently positive one if $F<0$. The translated state has energy below $M$. Since normalized states exist, for instance a particle on site $0$, the set of energies has no lower bound.

## The lowest eigenvalue on $L$ sites

Keep only the sites $1,\dots,L$, with $L\ge1$. Numbering rows and columns by $i,k=0,\dots,L-1$, so that row $i$ is site $i+1$, the truncated matrix is

$$A_{ik}=t(i-k)+F(i+1)\,\delta_{ik}.$$

It is Hermitian, and its trace is the sum of its eigenvalues. The lowest eigenvalue $\lambda_{\min}(L)$ is at most their mean:

$$\lambda_{\min}(L)\le\frac1L\sum_{i=0}^{L-1}\bigl(t(0)+F(i+1)\bigr)=t(0)+\frac{F(L+1)}2 .$$

For $L=1$ this is an equality. For $F<0$ the right-hand side tends to minus infinity, and $\lambda_{\min}(L)$ with it.

The sign condition matters because the cut fixes the first site and moves the last. With $t=0$ and $F\ge0$, the lowest eigenvalue is $F$ for every $L\ge1$, the energy of the first site kept.

## The statements in Lean

A state and a hopping amplitude both have type `ℤ →₀ ℂ`, the finitely supported functions from the integers to the complex numbers. For `t` this type expresses finite range; for `ψ` it restricts the states to those occupying finitely many sites. `HermitianHopping t` is the condition $t(-r)=\overline{t(r)}$, which stands for a real energy and conserved probability.

`energy` is defined as a complex number, and `energy_real` shows that it equals a real one. `energy_translate` is the shift by $nF$; it needs normalization but neither Hermitian hopping nor $F\neq0$. For Hermitian hopping and $F\neq0$, `exists_translate_energy_lt` says that every normalized state has a normalized translate with real energy below a given `M`, and `energies_not_bddBelow` says that the set of real energies of normalized states is not bounded below.

`truncated t F L` consists of matrix elements of the same `hamiltonian` between single-site states, with the shift by one that turns `Fin L` into the sites $1,\dots,L$. `lowestEigenvalue` is the infimum of Mathlib's eigenvalues of this matrix, which is their minimum for $L\ge1$. `lowestEigenvalue_le` is the bound by the mean, where `(t 0).re` appears because `t 0` has a complex type, although Hermiticity makes it real. `lowestEigenvalue_tendsto_atBot` is the limit for `F < 0`.

The theorems concern expectation values and finite matrices. No self-adjoint operator on the square-summable sequences is constructed, and nothing is said about its spectrum or about time evolution. The model has one non-interacting particle, one orbital per site, and a potential that stays linear along the whole infinite chain. Within it, for $F\neq0$, a variational minimisation over all finitely supported states has no minimum to converge to.

## The complete file

```lean
import Mathlib

open ComplexConjugate Filter

namespace TiltedLattice

noncomputable section

/-- Hermitian hopping: the amplitude for a jump by `-r` sites is the complex conjugate of the
amplitude for a jump by `r` sites. -/
def HermitianHopping (t : ℤ →₀ ℂ) : Prop := ∀ r, t (-r) = conj (t r)

/-- The Hamiltonian of a lattice in a uniform field:
`(H ψ)_j = ∑_k t (j - k) ψ_k + F j ψ_j`, with hopping `t` of finite range. -/
def hamiltonian (t : ℤ →₀ ℂ) (F : ℝ) (ψ : ℤ →₀ ℂ) (j : ℤ) : ℂ :=
  (ψ.sum fun k a => t (j - k) * a) + (F : ℂ) * (j : ℂ) * ψ j

/-- The energy expectation `⟨ψ, H ψ⟩`, as a complex number. -/
def energy (t : ℤ →₀ ℂ) (F : ℝ) (ψ : ℤ →₀ ℂ) : ℂ :=
  ψ.sum fun j a => conj a * hamiltonian t F ψ j

/-- The state has total probability one. -/
def Normalized (ψ : ℤ →₀ ℂ) : Prop := (ψ.sum fun _ a => ‖a‖ ^ 2) = 1

/-- The state moved by `n` sites. -/
def translate (n : ℤ) (ψ : ℤ →₀ ℂ) : ℤ →₀ ℂ := ψ.mapDomain (fun j => j + n)

/-- The Hamiltonian maps finitely supported states to finitely supported states. -/
theorem hamiltonian_finite_support (t : ℤ →₀ ℂ) (F : ℝ) (ψ : ℤ →₀ ℂ) :
    (Function.support (hamiltonian t F ψ)).Finite := by
  refine ((ψ.support ∪ (t.support ×ˢ ψ.support).image
    (fun p => p.1 + p.2)).finite_toSet).subset fun j hj => ?_
  by_contra hn
  rw [Finset.mem_coe, Finset.mem_union, not_or] at hn
  have h0 : ψ j = 0 := Finsupp.notMem_support_iff.mp hn.1
  -- the hopping amplitude from every occupied site to `j` vanishes
  have h1 : ∀ k ∈ ψ.support, t (j - k) = 0 := fun k hk => by
    by_contra h
    exact hn.2 (Finset.mem_image.mpr ⟨(j - k, k),
      Finset.mem_product.mpr ⟨Finsupp.mem_support_iff.mpr h, hk⟩, sub_add_cancel j k⟩)
  apply hj
  unfold hamiltonian
  rw [h0, mul_zero, add_zero]
  refine Finset.sum_eq_zero fun k hk => ?_
  show t (j - k) * ψ k = 0
  rw [h1 k hk, zero_mul]

lemma conj_hop {t : ℤ →₀ ℂ} (ht : HermitianHopping t) (j k : ℤ) :
    conj (t (j - k)) = t (k - j) := by
  have h := ht (j - k)
  rw [neg_sub] at h
  exact h.symm

/-- For Hermitian hopping the energy expectation is a real number. -/
theorem energy_real {t : ℤ →₀ ℂ} (ht : HermitianHopping t) (F : ℝ) (ψ : ℤ →₀ ℂ) :
    ∃ E : ℝ, energy t F ψ = E := by
  apply Complex.conj_eq_iff_real.mp
  simp only [energy, hamiltonian, Finsupp.sum, map_sum, map_mul, map_add, Complex.conj_conj,
    Complex.conj_ofReal, map_intCast, mul_add, Finset.sum_add_distrib, Finset.mul_sum]
  congr 1
  · -- exchange the two sites of each hopping term
    rw [Finset.sum_comm]
    refine Finset.sum_congr rfl fun k _ => Finset.sum_congr rfl fun j _ => ?_
    rw [conj_hop ht]
    ring
  · exact Finset.sum_congr rfl fun j _ => by ring

lemma translate_apply (n : ℤ) (ψ : ℤ →₀ ℂ) (j : ℤ) : translate n ψ (j + n) = ψ j :=
  Finsupp.mapDomain_apply (add_left_injective n) ψ j

lemma translate_sum {M : Type*} [AddCommMonoid M] (n : ℤ) (ψ : ℤ →₀ ℂ) (g : ℤ → ℂ → M) :
    (translate n ψ).sum g = ψ.sum fun j a => g (j + n) a :=
  Finsupp.sum_mapDomain_index_inj (add_left_injective n)

/-- Acting on a state moved by `n` sites, the Hamiltonian gives the moved `H ψ` plus `n F` times
the moved state. -/
theorem hamiltonian_translate (t : ℤ →₀ ℂ) (F : ℝ) (n : ℤ) (ψ : ℤ →₀ ℂ) (j : ℤ) :
    hamiltonian t F (translate n ψ) (j + n) = hamiltonian t F ψ j + n * F * ψ j := by
  unfold hamiltonian
  rw [translate_apply, translate_sum]
  simp only [add_sub_add_right_eq_sub]
  push_cast
  ring

/-- Moving a normalized state by `n` sites changes its energy by `n F`. -/
theorem energy_translate (t : ℤ →₀ ℂ) (F : ℝ) (n : ℤ) {ψ : ℤ →₀ ℂ} (hψ : Normalized ψ) :
    energy t F (translate n ψ) = energy t F ψ + n * F := by
  have hn : ∑ j ∈ ψ.support, conj (ψ j) * ψ j = 1 := by
    have h : ∑ j ∈ ψ.support, ‖ψ j‖ ^ 2 = 1 := hψ
    simp_rw [Complex.conj_mul']
    exact_mod_cast h
  unfold energy
  rw [translate_sum]
  simp only [hamiltonian_translate, Finsupp.sum]
  calc ∑ j ∈ ψ.support, conj (ψ j) * (hamiltonian t F ψ j + n * F * ψ j)
      = ∑ j ∈ ψ.support,
          (conj (ψ j) * hamiltonian t F ψ j + n * F * (conj (ψ j) * ψ j)) :=
        Finset.sum_congr rfl fun j _ => by ring
    _ = _ := by rw [Finset.sum_add_distrib, ← Finset.mul_sum, hn, mul_one]

/-- In a nonzero field, with Hermitian hopping, every normalized state can be moved along the
lattice so that it stays normalized and its energy falls below any given value `M`. -/
theorem exists_translate_energy_lt {t : ℤ →₀ ℂ} (ht : HermitianHopping t) {F : ℝ} (hF : F ≠ 0)
    {ψ : ℤ →₀ ℂ} (hψ : Normalized ψ) (M : ℝ) :
    ∃ n : ℤ, Normalized (translate n ψ) ∧
      ∃ E : ℝ, energy t F (translate n ψ) = E ∧ E < M := by
  obtain ⟨E, hE⟩ := energy_real ht F ψ
  -- choose a displacement `n` with `n F < M - E`
  obtain ⟨n, hn⟩ : ∃ n : ℤ, (n : ℝ) * F < M - E := by
    rcases lt_or_gt_of_ne hF with h | h
    · obtain ⟨n, hn⟩ := exists_int_gt ((M - E) / F)
      exact ⟨n, (div_lt_iff_of_neg h).mp hn⟩
    · obtain ⟨n, hn⟩ := exists_int_lt ((M - E) / F)
      exact ⟨n, (lt_div_iff₀ h).mp hn⟩
  refine ⟨n, ?_, E + n * F, ?_, by linarith⟩
  · unfold Normalized
    rw [translate_sum]
    exact hψ
  · rw [energy_translate t F n hψ, hE]
    push_cast
    ring

/-- In a nonzero field, with Hermitian hopping, the energies of normalized finitely supported
states have no lower bound. -/
theorem energies_not_bddBelow {t : ℤ →₀ ℂ} (ht : HermitianHopping t) {F : ℝ} (hF : F ≠ 0) :
    ¬ BddBelow {E : ℝ | ∃ ψ, Normalized ψ ∧ energy t F ψ = E} := by
  rintro ⟨M, hM⟩
  have h1 : Normalized (Finsupp.single 0 1) := by
    unfold Normalized
    rw [Finsupp.sum_single_index (by simp)]
    simp
  obtain ⟨n, hn, E, hE, hlt⟩ := exists_translate_energy_lt ht hF h1 M
  exact not_le_of_gt hlt (hM ⟨_, hn, hE⟩)

/-- The Hamiltonian truncated to the sites `1, …, L`: its matrix elements between states
localized on single sites. -/
def truncated (t : ℤ →₀ ℂ) (F : ℝ) (L : ℕ) : Matrix (Fin L) (Fin L) ℂ :=
  Matrix.of fun i k =>
    hamiltonian t F (Finsupp.single (((k : ℕ) : ℤ) + 1) 1) (((i : ℕ) : ℤ) + 1)

lemma hamiltonian_single (t : ℤ →₀ ℂ) (F : ℝ) (j k : ℤ) :
    hamiltonian t F (Finsupp.single k 1) j =
      t (j - k) + if j = k then (F : ℂ) * (j : ℂ) else 0 := by
  unfold hamiltonian
  rw [Finsupp.sum_single_index (by simp)]
  by_cases h : j = k
  · subst h
    simp
  · simp [h]

/-- For Hermitian hopping the truncated Hamiltonian is a Hermitian matrix. -/
theorem truncated_isHermitian {t : ℤ →₀ ℂ} (ht : HermitianHopping t) (F : ℝ) (L : ℕ) :
    (truncated t F L).IsHermitian := by
  refine Matrix.IsHermitian.ext fun i k => ?_
  simp only [truncated, Matrix.of_apply, hamiltonian_single]
  have h : star (t (((k : ℕ) : ℤ) + 1 - (((i : ℕ) : ℤ) + 1))) =
      t (((i : ℕ) : ℤ) + 1 - (((k : ℕ) : ℤ) + 1)) := conj_hop ht _ _
  rw [star_add, h]
  by_cases e : i = k
  · subst e
    simp
  · have e' : (i : ℕ) ≠ (k : ℕ) := fun q => e (Fin.ext q)
    rw [if_neg (by omega), if_neg (by omega), star_zero]

/-- The lowest eigenvalue of the Hamiltonian truncated to the sites `1, …, L`, for `L ≥ 1`. -/
def lowestEigenvalue {t : ℤ →₀ ℂ} (ht : HermitianHopping t) (F : ℝ) (L : ℕ) : ℝ :=
  ⨅ i, (truncated_isHermitian ht F L).eigenvalues i

/-- For Hermitian hopping and `L ≥ 1` sites, the lowest truncated eigenvalue is at most
`t 0 + F (L + 1) / 2`, the mean of the diagonal matrix elements. -/
theorem lowestEigenvalue_le {t : ℤ →₀ ℂ} (ht : HermitianHopping t) (F : ℝ) {L : ℕ}
    (hL : 1 ≤ L) : lowestEigenvalue ht F L ≤ (t 0).re + F * (L + 1) / 2 := by
  have hA := truncated_isHermitian ht F L
  -- the sum of the eigenvalues is the trace
  have h1 : (truncated t F L).trace = ((∑ i, hA.eigenvalues i : ℝ) : ℂ) := by
    rw [hA.trace_eq_sum_eigenvalues]
    push_cast
    rfl
  have h2 : (truncated t F L).trace.re = ∑ i : Fin L, ((t 0).re + F * (((i : ℕ) : ℝ) + 1)) := by
    simp [Matrix.trace, truncated, hamiltonian_single]
  have h3 : ∀ m : ℕ, ∑ i ∈ Finset.range m, ((t 0).re + F * ((i : ℝ) + 1)) =
      m * ((t 0).re + F * (m + 1) / 2) := by
    intro m
    induction m with
    | zero => simp
    | succ m ih =>
      rw [Finset.sum_range_succ, ih]
      push_cast
      ring
  rw [Fin.sum_univ_eq_sum_range (fun i : ℕ => (t 0).re + F * ((i : ℝ) + 1)) L, h3, h1,
    Complex.ofReal_re] at h2
  -- the lowest eigenvalue does not exceed the mean
  have h4 : (L : ℝ) * lowestEigenvalue ht F L ≤ ∑ i, hA.eigenvalues i := by
    have h := Finset.sum_le_sum fun (i : Fin L) (_ : i ∈ Finset.univ) =>
      (ciInf_le (Set.finite_range hA.eigenvalues).bddBelow i)
    simpa [lowestEigenvalue] using h
  rw [h2] at h4
  have hpos : (0 : ℝ) < L := by exact_mod_cast hL
  exact le_of_mul_le_mul_left h4 hpos

/-- For Hermitian hopping and `F < 0`, the lowest eigenvalue of the Hamiltonian truncated to the
sites `1, …, L` tends to minus infinity as `L` grows. -/
theorem lowestEigenvalue_tendsto_atBot {t : ℤ →₀ ℂ} (ht : HermitianHopping t) {F : ℝ}
    (hF : F < 0) : Tendsto (lowestEigenvalue ht F) atTop atBot := by
  refine tendsto_atBot.mpr fun M => ?_
  obtain ⟨N, hN⟩ := exists_nat_gt ((M - (t 0).re) * 2 / F)
  have hN' := (div_lt_iff_of_neg hF).mp hN
  filter_upwards [eventually_ge_atTop (N + 1)] with L hL
  have h := lowestEigenvalue_le ht F (show 1 ≤ L by omega)
  have hc : (N : ℝ) + 1 ≤ L := by exact_mod_cast hL
  have hm : F * ((L : ℝ) + 1) ≤ F * N :=
    mul_le_mul_of_nonpos_left (by linarith) hF.le
  linarith

end

end TiltedLattice
```

```lean
#print axioms TiltedLattice.hamiltonian_finite_support
#print axioms TiltedLattice.energies_not_bddBelow
#print axioms TiltedLattice.lowestEigenvalue_tendsto_atBot
```

```
'TiltedLattice.hamiltonian_finite_support' depends on axioms: [propext, Classical.choice, Quot.sound]
'TiltedLattice.energies_not_bddBelow' depends on axioms: [propext, Classical.choice, Quot.sound]
'TiltedLattice.lowestEigenvalue_tendsto_atBot' depends on axioms: [propext, Classical.choice, Quot.sound]
```

## From translation to unbounded energies

`hamiltonian_finite_support` encloses the support of $H\psi$ in the union of the support of `ψ` and the set of sums $r+k$. For a site outside this union, both the field term and every hopping term vanish.

`conj_hop` rewrites the Hermiticity condition as $\overline{t(j-k)}=t(k-j)$. In `energy_real`, `Complex.conj_eq_iff_real` reduces reality to invariance under conjugation. The `simp only` call expands the energy into a hopping part and a field part, and `congr 1` separates them. `Finset.sum_comm` exchanges the two sums in the first; the second only needs its factors reordered.

`translate_apply` is $(T_n\psi)_{j+n}=\psi_j$, and `translate_sum` is the change of summation variable. Together they prove `hamiltonian_translate`, where `add_sub_add_right_eq_sub` cancels $n$ in the hopping argument $(j+n)-(k+n)$.

In `energy_translate`, the auxiliary statement `hn` puts normalization in the form $\sum_j\overline{\psi_j}\psi_j=1$. The `calc` block then splits the sum and takes $nF$ out of the second part.

`exists_translate_energy_lt` treats the two signs of $F$ separately, since dividing an inequality by a negative number reverses it. `energies_not_bddBelow` assumes a lower bound `M`, applies the previous theorem to the particle on site $0$, and obtains an energy below `M`, a contradiction.

## From the trace to the limit

`hamiltonian_single` computes the matrix element between two sites: the hopping amplitude, plus the field term when the sites coincide. `truncated_isHermitian` uses it with `conj_hop`, distinguishing diagonal from off-diagonal entries.

The proof of `lowestEigenvalue_le` has four intermediate statements. `h1` equates the trace with the sum of the eigenvalues, and `h2` writes its real part as the sum of the diagonal elements. `h3` evaluates that arithmetic sum by induction. `h4` says that $L\lambda_{\min}(L)$ does not exceed the sum of the eigenvalues, by adding the inequality $\lambda_{\min}(L)\le\lambda_i$ over all $i$. Cancelling the positive factor $L$ gives the bound.

For the limit, a real `M` is given and a natural number $N>2(M-t(0))/F$ is chosen. Multiplication by the negative $F$ gives $FN<2(M-t(0))$. If $L\ge N+1$, then $F(L+1)\le FN$, so

$$\lambda_{\min}(L)\le t(0)+\frac{F(L+1)}2\le t(0)+\frac{FN}2<M .$$

The final `linarith` combines these inequalities.
